# The nuclear overlap of the forbidden solid-effect transition for purely pseudosecular hyperfine coupling

Take a nuclear spin 1/2 in a field along z, coupled to an electron spin so that the nucleus feels an additional transverse field whose sign depends on the electron state. Suppose the transverse part is as large as the part along z. The total field then points along (1, 0, 1) for one electron state and along (−1, 0, 1) for the other. These directions are perpendicular. A spin state polarised along one axis has squared overlap 1/2 with either state polarised along a perpendicular axis, so if the nucleus starts in one of the two levels of the old field, an electron flip that leaves its state vector unchanged is as likely to put it in the upper new level as in the lower one. For other field strengths only the angle changes.

## From the tilted fields to the overlap

Let w be the nuclear Larmor frequency and B the pseudosecular hyperfine coupling, both real angular frequencies, with ħ = 1. Let s = ±1 label the electron state. The nuclear Hamiltonian is

Hₛ = (1/2) [[w, sB/2], [sB/2, −w]].

This is half the scalar product of the Pauli matrices with the effective field (sB/2, 0, w). Write H₊ and H₋ for the two signs. In the solid effect of dynamic nuclear polarisation, microwaves drive a transition that flips the electron and also moves the nucleus to its other level. It is called forbidden because its nuclear overlap vanishes for B = 0 and w ≠ 0; a transition that keeps the nucleus in the lower or in the upper level is called allowed. The claim is that, unless w and B both vanish, a unit lower eigenvector u of H₊ and a unit upper eigenvector v of H₋ satisfy

|⟨u|v⟩|² = B² / (4w² + B²).

**Energies.** Since s² = 1, the determinant condition for an energy E is

0 = (w/2 − E)(−w/2 − E) − (sB/4)² = E² − w²/4 − B²/16.

Hence E = ±L, with L = √(w² + B²/4)/2.

**Overlap and Bloch vectors.** For a unit spinor v = (v₀, v₁), put a(v) = v̄₀v₁. Its Bloch vector is

n(v) = (2 Re a(v), 2 Im a(v), |v₀|² − |v₁|²).

Expanding the squared overlap gives

|⟨u|v⟩|² = |u₀|²|v₀|² + |u₁|²|v₁|² + 2 Re(a(u) ā(v)).

Twice the first two terms is the product of the squared norms, which is 1, plus the product of the z components. Twice the last term is the sum of the products of the x and y components. Therefore

2|⟨u|v⟩|² = 1 + n(u)·n(v).

**Bloch vector of an eigenstate.** Twice the eigenvalue equation reads

w v₀ + (sB/2) v₁ = 2E v₀,

(sB/2) v₀ − w v₁ = 2E v₁.

Multiply the first row by v̄₀ and the second by v̄₁, subtract, and take the real part. The cross terms are imaginary and drop out, leaving w = 2E n_z. Next multiply the first row by v̄₁ and the second by v̄₀. The real part of the sum is sB/2 = 2E n_x. In the difference, second minus first,

(sB/2)(|v₀|² − |v₁|²) − w n_x = 2iE n_y,

the left side is real and the right side imaginary, so 2E n_y = 0. Altogether

2E n(v) = (sB/2, 0, w).

**Combination.** For u we have s = 1 and E = −L. For v we have s = −1 and E = L. Thus

−2L n(u) = (B/2, 0, w),

2L n(v) = (−B/2, 0, w),

4L² n(u)·n(v) = B²/4 − w².

With 4L² = w² + B²/4,

|⟨u|v⟩|² = (1/2)[1 + (B² − 4w²)/(B² + 4w²)] = B²/(4w² + B²).

If v is instead the lower state of H₋, the scalar product changes sign and the result is 4w²/(4w² + B²), the allowed value. The second forbidden pair, the upper state of H₊ with the lower state of H₋, has the same value as the first, because replacing B by −B exchanges H₊ and H₋.

**Weak coupling.** For w ≠ 0 let ε = B²/(4w²). The forbidden value is ε/(1 + ε), which lies below ε by ε²/(1 + ε), hence by at most ε².

**When both parameters vanish.** For w = B = 0 the Hamiltonian is zero and every unit vector is an eigenvector with energy 0. Choosing u = v = (1, 0) gives overlap 1, while u = (1, 0) and v = (0, 1) give 0. No formula in w and B can return both.

## The Hamiltonian and its eigenstates in Lean

```lean
import Mathlib

open Matrix

namespace SolidEffect

noncomputable section
```

The Hamiltonian is a complex 2×2 matrix with real parameters. It corresponds to w I_z + B S_z I_x, where the nuclear spin operators I_x and I_z are half the Pauli matrices and the electron spin component S_z takes the value s/2. The electron spin is thus treated as quantised along the external field, and there is one nucleus and no secular hyperfine term.

```lean
/-- Hamiltonian of a nuclear spin 1/2 with Larmor frequency `w` and pseudosecular hyperfine
coupling `B`, for the electron spin state labelled by `s` (`+1` or `-1`). -/
def nuclearHamiltonian (w B s : ℝ) : Matrix (Fin 2) (Fin 2) ℂ :=
  (1 / 2 : ℂ) • !![(w : ℂ), (s : ℂ) * B / 2; (s : ℂ) * B / 2, -(w : ℂ)]
```

The quantity L of the derivation is `halfSplitting`.

```lean
/-- Half of the nuclear level splitting, `√(w² + B²/4) / 2`. -/
def halfSplitting (w B : ℝ) : ℝ := Real.sqrt (w ^ 2 + B ^ 2 / 4) / 2
```

A nuclear state is a function `Fin 2 → ℂ`. The predicate `IsEigenstate` demands unit norm and the eigenvalue equation, and leaves the phase of the vector free.

```lean
/-- `v` is a normalised eigenstate of the nuclear Hamiltonian with energy `E`. -/
def IsEigenstate (w B s E : ℝ) (v : Fin 2 → ℂ) : Prop :=
  Complex.normSq (v 0) + Complex.normSq (v 1) = 1 ∧
    nuclearHamiltonian w B s *ᵥ v = (E : ℂ) • v
```

The next definition conjugates its first argument, as in ⟨u|v⟩. Despite its name, it is the nuclear factor of a transition probability: the microwave field, the electronic matrix element and relaxation do not enter.

```lean
/-- The squared overlap `|⟨u|v⟩|²` of two nuclear spin states. -/
def transitionProbability (u v : Fin 2 → ℂ) : ℝ := Complex.normSq (star u ⬝ᵥ v)
```

The Bloch vector is written in real and imaginary parts, with components numbered 0, 1, 2 for x, y, z.

```lean
/-- The Bloch vector of a spin-1/2 state: the expectation values of the Pauli matrices. -/
def bloch (v : Fin 2 → ℂ) : Fin 3 → ℝ :=
  ![2 * ((v 0).re * (v 1).re + (v 0).im * (v 1).im),
    2 * ((v 0).re * (v 1).im - (v 0).im * (v 1).re),
    Complex.normSq (v 0) - Complex.normSq (v 1)]
```

## Energies from the determinant

The square of L is needed throughout, and this lemma removes the root.

```lean
lemma halfSplitting_sq (w B : ℝ) : halfSplitting w B ^ 2 = w ^ 2 / 4 + B ^ 2 / 16 := by
  unfold halfSplitting
  rw [div_pow, Real.sq_sqrt (by positivity)]
  ring
```

`energy_levels` says that a real number E has a nonzero eigenvector exactly when E = L or E = −L. This justifies calling the states at −L and L lower and upper. The proof computes det(Hₛ − E) as `hdet`, using s² = 1, and then applies the fact that a matrix annihilates some nonzero vector exactly when its determinant is zero.

```lean
/-- For either electron state, the nuclear energies are exactly plus and minus
half the splitting. -/
theorem energy_levels (w B s E : ℝ) (hs : s ^ 2 = 1) :
    (∃ v : Fin 2 → ℂ, v ≠ 0 ∧ nuclearHamiltonian w B s *ᵥ v = (E : ℂ) • v) ↔
      E = halfSplitting w B ∨ E = -halfSplitting w B := by
  -- the characteristic polynomial
  have hdet : (nuclearHamiltonian w B s - (E : ℂ) • (1 : Matrix (Fin 2) (Fin 2) ℂ)).det
      = ((E ^ 2 - halfSplitting w B ^ 2 : ℝ) : ℂ) := by
    have hs' : (s : ℂ) ^ 2 = 1 := by exact_mod_cast hs
    rw [halfSplitting_sq, Matrix.det_fin_two]
    simp [nuclearHamiltonian]
    linear_combination (-(B : ℂ) ^ 2 / 16) * hs'
  have hk : (∃ v : Fin 2 → ℂ, v ≠ 0 ∧ nuclearHamiltonian w B s *ᵥ v = (E : ℂ) • v) ↔
      ∃ v : Fin 2 → ℂ, v ≠ 0 ∧
        (nuclearHamiltonian w B s - (E : ℂ) • (1 : Matrix (Fin 2) (Fin 2) ℂ)) *ᵥ v = 0 := by
    simp only [Matrix.sub_mulVec, Matrix.smul_mulVec, Matrix.one_mulVec, sub_eq_zero]
  rw [hk, Matrix.exists_mulVec_eq_zero_iff, hdet, Complex.ofReal_eq_zero, sub_eq_zero,
    sq_eq_sq_iff_eq_or_eq_neg]
```

## Bloch vectors and the effective field

The overlap identity is first proved as `key` without normalisation, with the product of the two squared norms in place of 1. There it is a polynomial identity in eight real variables, which `ring` settles; the unit norms are inserted afterwards.

```lean
/-- Twice the squared overlap of two normalised spin states is one plus the scalar product
of their Bloch vectors. -/
theorem overlap_eq_bloch (u v : Fin 2 → ℂ)
    (hu : Complex.normSq (u 0) + Complex.normSq (u 1) = 1)
    (hv : Complex.normSq (v 0) + Complex.normSq (v 1) = 1) :
    2 * transitionProbability u v = 1 + bloch u ⬝ᵥ bloch v := by
  have key : 2 * transitionProbability u v =
      (Complex.normSq (u 0) + Complex.normSq (u 1)) *
        (Complex.normSq (v 0) + Complex.normSq (v 1)) + bloch u ⬝ᵥ bloch v := by
    simp [transitionProbability, bloch, dotProduct, Fin.sum_univ_two, Fin.sum_univ_three,
      Complex.normSq_apply]
    ring
  rw [key, hu, hv, one_mul]
```

For the eigenstate, `e0` and `e1` are the two doubled rows above. Their real and imaginary parts give four real equations. Each `linear_combination` multiplies these by components of v and adds them, which is the multiplication by v̄₀ and v̄₁ done in real form. The norm condition `hn` enters for x and z, but not for y.

```lean
/-- The Bloch vector of an eigenstate of energy `E`, multiplied by `2E`, is the effective
field `(sB/2, 0, w)`. -/
theorem bloch_of_eigenstate {w B s E : ℝ} {v : Fin 2 → ℂ} (h : IsEigenstate w B s E v) :
    2 * E * bloch v 0 = s * B / 2 ∧ 2 * E * bloch v 1 = 0 ∧ 2 * E * bloch v 2 = w := by
  obtain ⟨hn, h⟩ := h
  -- the two rows of the eigenvalue equation
  have e0 : (w : ℂ) * v 0 + ((s * B / 2 : ℝ) : ℂ) * v 1 = ((2 * E : ℝ) : ℂ) * v 0 := by
    have h0 := congrFun h 0
    simp [nuclearHamiltonian, Matrix.mulVec, dotProduct, Fin.sum_univ_two] at h0
    push_cast
    linear_combination 2 * h0
  have e1 : ((s * B / 2 : ℝ) : ℂ) * v 0 - (w : ℂ) * v 1 = ((2 * E : ℝ) : ℂ) * v 1 := by
    have h1 := congrFun h 1
    simp [nuclearHamiltonian, Matrix.mulVec, dotProduct, Fin.sum_univ_two] at h1
    push_cast
    linear_combination 2 * h1
  -- their real and imaginary parts
  have r0 := congrArg Complex.re e0
  have i0 := congrArg Complex.im e0
  have r1 := congrArg Complex.re e1
  have i1 := congrArg Complex.im e1
  simp only [Complex.add_re, Complex.add_im, Complex.sub_re, Complex.sub_im,
    Complex.re_ofReal_mul, Complex.im_ofReal_mul] at r0 i0 r1 i1
  simp only [Complex.normSq_apply] at hn
  refine ⟨?_, ?_, ?_⟩
  · show 2 * E * (2 * ((v 0).re * (v 1).re + (v 0).im * (v 1).im)) = s * B / 2
    linear_combination -(v 1).re * r0 - (v 0).re * r1 - (v 1).im * i0 - (v 0).im * i1
      + (s * B / 2) * hn
  · show 2 * E * (2 * ((v 0).re * (v 1).im - (v 0).im * (v 1).re)) = 0
    linear_combination -(v 1).im * r0 + (v 1).re * i0 - (v 0).re * i1 + (v 0).im * r1
  · show 2 * E * (Complex.normSq (v 0) - Complex.normSq (v 1)) = w
    simp only [Complex.normSq_apply]
    linear_combination -(v 0).re * r0 + (v 1).re * r1 - (v 0).im * i0 + (v 1).im * i1
      + w * hn
```

## Forbidden and allowed overlaps

The main theorem assumes only that w or B is nonzero, so it covers nonzero w of either sign as well as w = 0 with B ≠ 0, where the overlap is 1. The facts `hX`, `hY` and `hZ` are the three products in 4L² n(u)·n(v). The last step combines them with the overlap identity and the value of L², without ever dividing by L.

```lean
/-- Solid-effect forbidden transition: the squared overlap of the lower nuclear state for
`s = +1` with the upper nuclear state for `s = -1` is `B² / (4w² + B²)`. -/
theorem forbidden_probability {w B : ℝ} (h : w ≠ 0 ∨ B ≠ 0) {u v : Fin 2 → ℂ}
    (hu : IsEigenstate w B 1 (-halfSplitting w B) u)
    (hv : IsEigenstate w B (-1) (halfSplitting w B) v) :
    transitionProbability u v = B ^ 2 / (4 * w ^ 2 + B ^ 2) := by
  have hpos : 0 < 4 * w ^ 2 + B ^ 2 := by rcases h with h | h <;> positivity
  have hp := overlap_eq_bloch u v hu.1 hv.1
  simp only [dotProduct, Fin.sum_univ_three] at hp
  obtain ⟨x, y, z⟩ := bloch_of_eigenstate hu
  obtain ⟨x', y', z'⟩ := bloch_of_eigenstate hv
  have hL := halfSplitting_sq w B
  set L := halfSplitting w B
  -- products of the Bloch components, scaled by the squared splitting
  have hX : 4 * L ^ 2 * (bloch u 0 * bloch v 0) = B ^ 2 / 4 := by
    linear_combination -(2 * L * bloch v 0) * x - (B / 2) * x'
  have hY : 4 * L ^ 2 * (bloch u 1 * bloch v 1) = 0 := by
    linear_combination -(2 * L * bloch v 1) * y
  have hZ : 4 * L ^ 2 * (bloch u 2 * bloch v 2) = -w ^ 2 := by
    linear_combination -(2 * L * bloch v 2) * z - w * z'
  rw [eq_div_iff hpos.ne']
  linear_combination (8 - 16 * transitionProbability u v) * hL + 8 * L ^ 2 * hp
    + 2 * hX + 2 * hY + 2 * hZ
```

The allowed case has both states at −L and again assumes that w or B is nonzero. Only the signs of the x and z products change.

```lean
/-- Allowed transition: the squared overlap of the lower nuclear states for the two
electron states is `4w² / (4w² + B²)`. -/
theorem allowed_probability {w B : ℝ} (h : w ≠ 0 ∨ B ≠ 0) {u v : Fin 2 → ℂ}
    (hu : IsEigenstate w B 1 (-halfSplitting w B) u)
    (hv : IsEigenstate w B (-1) (-halfSplitting w B) v) :
    transitionProbability u v = 4 * w ^ 2 / (4 * w ^ 2 + B ^ 2) := by
  have hpos : 0 < 4 * w ^ 2 + B ^ 2 := by rcases h with h | h <;> positivity
  have hp := overlap_eq_bloch u v hu.1 hv.1
  simp only [dotProduct, Fin.sum_univ_three] at hp
  obtain ⟨x, y, z⟩ := bloch_of_eigenstate hu
  obtain ⟨x', y', z'⟩ := bloch_of_eigenstate hv
  have hL := halfSplitting_sq w B
  set L := halfSplitting w B
  have hX : 4 * L ^ 2 * (bloch u 0 * bloch v 0) = -B ^ 2 / 4 := by
    linear_combination -(2 * L * bloch v 0) * x + (B / 2) * x'
  have hY : 4 * L ^ 2 * (bloch u 1 * bloch v 1) = 0 := by
    linear_combination -(2 * L * bloch v 1) * y
  have hZ : 4 * L ^ 2 * (bloch u 2 * bloch v 2) = w ^ 2 := by
    linear_combination -(2 * L * bloch v 2) * z + w * z'
  rw [eq_div_iff hpos.ne']
  linear_combination (8 - 16 * transitionProbability u v) * hL + 8 * L ^ 2 * hp
    + 2 * hX + 2 * hY + 2 * hZ
```

A microwave field that acts on the electron through Sₓ leaves the nuclear factor untouched, so the squared matrix element of the electron spin operator Sₓ between the two product states is |⟨u|v⟩|²/4, and the field amplitude is a factor common to both transitions. Within the present model of a single spin-1/2 nucleus with purely pseudosecular coupling, the two ratios therefore give the relative squared matrix elements of the forbidden and allowed transitions.

## Error of the weak-coupling value

Here w ≠ 0 is required, since the perturbative value has w² in its denominator. The equation `e` is the exact difference −ε²/(1 + ε) over a common denominator, and `hd` compares that denominator with (4w²)².

```lean
/-- The forbidden transition probability differs from the perturbative value `B²/(4w²)`
by at most the square of that value. -/
theorem forbidden_perturbative {w B : ℝ} (hw : w ≠ 0) {u v : Fin 2 → ℂ}
    (hu : IsEigenstate w B 1 (-halfSplitting w B) u)
    (hv : IsEigenstate w B (-1) (halfSplitting w B) v) :
    |transitionProbability u v - B ^ 2 / (4 * w ^ 2)| ≤ (B ^ 2 / (4 * w ^ 2)) ^ 2 := by
  have h1 : 0 < 4 * w ^ 2 := by positivity
  have h2 : 0 < 4 * w ^ 2 + B ^ 2 := by positivity
  have e : B ^ 2 / (4 * w ^ 2 + B ^ 2) - B ^ 2 / (4 * w ^ 2)
      = -((B ^ 2) ^ 2 / (4 * w ^ 2 * (4 * w ^ 2 + B ^ 2))) := by
    rw [div_sub_div _ _ h2.ne' h1.ne', ← neg_div,
      div_eq_div_iff (mul_pos h2 h1).ne' (mul_pos h1 h2).ne']
    ring
  have hd : (4 * w ^ 2) ^ 2 ≤ 4 * w ^ 2 * (4 * w ^ 2 + B ^ 2) := by
    nlinarith [mul_nonneg (sq_nonneg w) (sq_nonneg B)]
  rw [forbidden_probability (Or.inl hw) hu hv, e, abs_neg, abs_of_nonneg (by positivity),
    div_pow]
  exact div_le_div_of_nonneg_left (by positivity) (by positivity) hd
```

## A strongly coupled example

For w = 7 and B = 48 the root is rational and L = 25/2. The theorem checks both unit vectors against the norm and the eigenvalue equation, so the assumptions of `forbidden_probability` are met by explicit states. Their overlap is 24/25, and its square, 576/625, agrees with 48²/(4·7² + 48²). At this coupling strength the transition called forbidden carries most of the weight.

```lean
/-- For `w = 7` and `B = 48`, the states `(3, -4)/5` and `(4, -3)/5` are the lower eigenstate
for `s = +1` and the upper eigenstate for `s = -1`. -/
theorem eigenstates_witness :
    IsEigenstate 7 48 1 (-halfSplitting 7 48) ![3 / 5, -4 / 5] ∧
      IsEigenstate 7 48 (-1) (halfSplitting 7 48) ![4 / 5, -3 / 5] := by
  have hL : halfSplitting 7 48 = 25 / 2 := by
    unfold halfSplitting
    rw [show (7 : ℝ) ^ 2 + 48 ^ 2 / 4 = 25 ^ 2 by norm_num, Real.sqrt_sq (by norm_num)]
  rw [hL]
  refine ⟨⟨?_, ?_⟩, ⟨?_, ?_⟩⟩
  · norm_num [Complex.normSq_apply]
  · ext i
    fin_cases i <;>
      norm_num [nuclearHamiltonian, Matrix.mulVec, dotProduct, Fin.sum_univ_two]
  · norm_num [Complex.normSq_apply]
  · ext i
    fin_cases i <;>
      norm_num [nuclearHamiltonian, Matrix.mulVec, dotProduct, Fin.sum_univ_two]

end

end SolidEffect
```

```lean
#print axioms SolidEffect.energy_levels
#print axioms SolidEffect.forbidden_probability
#print axioms SolidEffect.allowed_probability
#print axioms SolidEffect.forbidden_perturbative
```

```
'SolidEffect.energy_levels' depends on axioms: [propext, Classical.choice, Quot.sound]
'SolidEffect.forbidden_probability' depends on axioms: [propext, Classical.choice, Quot.sound]
'SolidEffect.allowed_probability' depends on axioms: [propext, Classical.choice, Quot.sound]
'SolidEffect.forbidden_perturbative' depends on axioms: [propext, Classical.choice, Quot.sound]
```
